# A finite Clifford family with signature $\pm1$ is unitary in a suitable basis

Take the two matrices

$$e_0=\begin{pmatrix}1&-2\\0&-1\end{pmatrix},\qquad e_1=\begin{pmatrix}1&0\\1&-1\end{pmatrix}.$$

They satisfy $e_0^2=e_1^2=1$ and $e_0e_1=-e_1e_0$, and neither is Hermitian. Start from the standard inner product, whose metric is the identity, and add its transform under each matrix in turn, with $\dagger$ the conjugate transpose:

$$H'=1+e_0^\dagger e_0=\begin{pmatrix}2&-2\\-2&6\end{pmatrix},\qquad H=H'+e_1^\dagger H'e_1=6\begin{pmatrix}1&-1\\-1&2\end{pmatrix}.$$

This $H$ obeys $e_i^\dagger He_i=H$ for both $i$. It factors as $H=S^\dagger S$ with $S=\sqrt6\begin{pmatrix}1&-1\\0&1\end{pmatrix}$, and $Se_0S^{-1}=\sigma_z$, $Se_1S^{-1}=\sigma_x$. The pair consists of two Pauli matrices written in an oblique basis. The metric $H$, the matrix $S$ and the Pauli forms found here, like the asides below on complex phases and on linear independence, are worked by hand and are not among the theorems.

## Generators, spinor basis and metric

In general there are finitely many complex square matrices $e_i$ and signs $\eta_i=\pm1$ with

$$e_i^2=\eta_i\,1,\qquad e_ie_j=-e_je_i\quad(i\ne j).$$

Together these say $e_ie_j+e_je_i=2\eta_i\delta_{ij}1$, the Clifford relations for a spacetime metric already diagonalised in an orthonormal frame. The result is one invertible $S$ for which all $U_i=Se_iS^{-1}$ obey the same relations, are unitary, and satisfy $U_i^\dagger=\eta_iU_i$. For Dirac matrices with signature $(+,-,-,-)$ this gives a basis with $\gamma^0$ Hermitian and $\gamma^1,\gamma^2,\gamma^3$ anti-Hermitian.

The type `n` labels spinor components, `ι` labels generators, and `ᴴ` is $\dagger$.

In Lean 4 with Mathlib:

```lean
import Mathlib

open Matrix
open scoped ComplexOrder MatrixOrder

namespace CliffordUnitarization

noncomputable section

variable {n ι : Type*} [Fintype n] [DecidableEq n]
```

`IsClifford η e` is the pair of relations. It allows any complex `η i`, and the restriction to signs is a separate hypothesis in the theorems that use it.

```lean
/-- Clifford relations with signature `η`: each `e i` squares to `η i` times the identity,
and different generators anticommute. -/
def IsClifford (η : ι → ℂ) (e : ι → Matrix n n ℂ) : Prop :=
  (∀ i, e i * e i = η i • (1 : Matrix n n ℂ)) ∧ ∀ i j, i ≠ j → e i * e j = -(e j * e i)
```

`sim S A` is the operator $A$ after spinors are relabelled by $\psi\mapsto S\psi$.

```lean
/-- The matrix `A` after the change of spinor basis `S`, namely `S A S⁻¹`. -/
def sim (S A : Matrix n n ℂ) : Matrix n n ℂ := S * A * S⁻¹
```

A positive definite $H$ defines an inner product $\phi^\dagger H\psi$ on spinors, and $e^\dagger He=H$ says that $e$ preserves it. `avg e H` is the averaging step used above, without the factor $\tfrac12$, which plays no role in invariance.

```lean
/-- The metric `H` plus its transform under `e`, namely `H + eᴴ H e`. -/
def avg (e H : Matrix n n ℂ) : Matrix n n ℂ := H + eᴴ * H * e
```

## Squares equal to $\pm1$

The sign $\eta_i$ is the squared length of the $i$-th frame vector, which separates timelike from spacelike directions. The derivation uses it to make the average invariant under the matrix averaged over. With $e^2=c\,1$ and $c=\pm1$,

$$e^\dagger(H+e^\dagger He)e=e^\dagger He+(e^2)^\dagger H e^2=e^\dagger He+|c|^2H=H+e^\dagger He.$$

In `avg_invariant_self`, `key` is the first equality, `h` inserts the square, and the case split on `hc` removes $|c|^2$.

```lean
/-- If `e` squares to plus or minus the identity, the metric `avg e H` is invariant under `e`. -/
theorem avg_invariant_self {e : Matrix n n ℂ} {c : ℂ} (H : Matrix n n ℂ)
    (hc : c = 1 ∨ c = -1) (h : e * e = c • (1 : Matrix n n ℂ)) :
    eᴴ * avg e H * e = avg e H := by
  have key : eᴴ * (H + eᴴ * H * e) * e = eᴴ * H * e + (e * e)ᴴ * H * (e * e) := by
    rw [conjTranspose_mul]
    noncomm_ring
  unfold avg
  rw [key, h]
  rcases hc with rfl | rfl <;> simp [add_comm]
```

Without the restriction, on a nonzero spinor space a unitary $U$ with $U^2=\eta\,1$ forces $|\eta|=1$, so a null direction with $\eta=0$ has no unitary form. For a general phase $\eta$ the same argument by hand gives $U^\dagger=\bar\eta\,U$, which is Hermitian or anti-Hermitian only for real $\eta$.

## Anticommutation

Anticommutation expresses the orthogonality of different frame vectors. It ensures that a new average does not spoil an earlier invariance. If $f^\dagger Hf=H$ and $ef=-fe$, then

$$f^\dagger(H+e^\dagger He)f=f^\dagger Hf+(ef)^\dagger H(ef)=f^\dagger Hf+e^\dagger(f^\dagger Hf)e=H+e^\dagger He,$$

because the two minus signs in $(-fe)^\dagger H(-fe)$ cancel. The three `calc` steps of `avg_invariant_of_anticomm` are these three equalities, with `hef` used in the second and `hf` in the third.

```lean
/-- If `H` is invariant under `f` and `e` anticommutes with `f`, then `avg e H` is still
invariant under `f`. -/
theorem avg_invariant_of_anticomm {e f H : Matrix n n ℂ} (hf : fᴴ * H * f = H)
    (hef : e * f = -(f * e)) : fᴴ * avg e H * f = avg e H := by
  unfold avg
  calc fᴴ * (H + eᴴ * H * e) * f = fᴴ * H * f + (e * f)ᴴ * H * (e * f) := by
        rw [conjTranspose_mul]
        noncomm_ring
    -- the two signs from anticommutation cancel
    _ = fᴴ * H * f + eᴴ * (fᴴ * H * f) * e := by
        rw [hef, conjTranspose_neg, conjTranspose_mul]
        noncomm_ring
    _ = H + eᴴ * H * e := by rw [hf]
```

The failure without this hypothesis is a theorem, `involutions_not_hermitizable`, at the end.

## Finitely many generators

`Fintype ι` says that spacetime has finitely many directions. The derivation starts from $H=1$ and averages over one generator after another. Each step preserves positive definiteness, since $\psi^\dagger(H+e^\dagger He)\psi=\psi^\dagger H\psi+(e\psi)^\dagger H(e\psi)>0$ for $\psi\neq0$. Finiteness makes the process end. With no generators the metric stays $1$, and with one it is $1+e^\dagger e$.

`exists_invariant_metric` performs induction over finite sets `s` of generators. On inserting `a`, the new metric is `avg (e a) H`, and `add_posSemidef` supplies positivity. The case `i = a` calls the first lemma with `hη a` and `he.1 a`, and every other `i` calls the second with `he.2`.

```lean
/-- A finite Clifford family with signature `±1` leaves some positive definite metric `H`
invariant: `(e i)ᴴ H (e i) = H` for all `i`. -/
theorem exists_invariant_metric [Fintype ι] {η : ι → ℂ} {e : ι → Matrix n n ℂ}
    (hη : ∀ i, η i = 1 ∨ η i = -1) (he : IsClifford η e) :
    ∃ H : Matrix n n ℂ, H.PosDef ∧ ∀ i, (e i)ᴴ * H * e i = H := by
  classical
  -- average over the generators one at a time
  have key : ∀ s : Finset ι, ∃ H : Matrix n n ℂ, H.PosDef ∧ ∀ i ∈ s, (e i)ᴴ * H * e i = H := by
    intro s
    induction s using Finset.induction_on with
    | empty => exact ⟨1, Matrix.PosDef.one, by simp⟩
    | insert a s ha ih =>
      obtain ⟨H, hH, hinv⟩ := ih
      refine ⟨avg (e a) H,
        hH.add_posSemidef (hH.posSemidef.conjTranspose_mul_mul_same (e a)), ?_⟩
      intro i hi
      by_cases hia : i = a
      · rw [hia]
        exact avg_invariant_self H (hη a) (he.1 a)
      · exact avg_invariant_of_anticomm (hinv i ((Finset.mem_insert.mp hi).resolve_left hia))
          (he.2 a i (Ne.symm hia))
  obtain ⟨H, hH, hinv⟩ := key Finset.univ
  exact ⟨H, hH, fun i => hinv i (Finset.mem_univ i)⟩
```

On a nonzero spinor space finiteness costs nothing. Taking the anticommutator of a vanishing finite sum $\sum_ic_ie_i=0$, with complex coefficients $c_i$, with $e_j$ gives $2c_j\eta_j=0$. The generators are therefore linearly independent in a finite-dimensional space of matrices.

## Finite complex matrices and an invertible $S$

The spinor space is finite-dimensional and complex, so operators on infinite-dimensional Hilbert spaces are not covered, and the theorems do not say whether $S$ or the transformed matrices can be chosen real. Invertibility appears as `IsUnit S.det`. Mathlib assigns a singular matrix the inverse $0$, so for singular $S$ every `sim S A` is the Hermitian matrix $0$. Without the invertibility condition, `exists_hermitian_form` below would therefore hold trivially with $S=0$, and `involutions_not_hermitizable` would be false. In `exists_unitary_form`, with at least one generator on a nonzero spinor space, unitarity of the $U_i$ already excludes a singular $S$.

Invertibility is first used in $SAS^{-1}\,SBS^{-1}=SABS^{-1}$ for any matrices $A$, $B$, which is `sim_mul`.

```lean
/-- An invertible change of basis respects matrix products. -/
theorem sim_mul {S : Matrix n n ℂ} (hS : IsUnit S.det) (A B : Matrix n n ℂ) :
    sim S A * sim S B = sim S (A * B) := by
  unfold sim
  calc S * A * S⁻¹ * (S * B * S⁻¹) = S * A * (S⁻¹ * S) * B * S⁻¹ := by
        simp only [Matrix.mul_assoc]
    _ = S * (A * B) * S⁻¹ := by
        rw [nonsing_inv_mul S hS, Matrix.mul_one, Matrix.mul_assoc S A B]
```

Hence $U_i^2=S\eta_iS^{-1}=\eta_i\,1$ and $U_iU_j=-U_jU_i$, which is `IsClifford.sim`.

```lean
/-- An invertible change of basis preserves the Clifford relations and their signature. -/
theorem IsClifford.sim {η : ι → ℂ} {e : ι → Matrix n n ℂ} (he : IsClifford η e)
    {S : Matrix n n ℂ} (hS : IsUnit S.det) : IsClifford η (fun i => sim S (e i)) := by
  refine ⟨fun i => ?_, fun i j hij => ?_⟩
  · beta_reduce
    rw [sim_mul hS, he.1 i]
    unfold CliffordUnitarization.sim
    rw [Matrix.mul_smul, Matrix.smul_mul, Matrix.mul_one, mul_nonsing_inv S hS]
  · beta_reduce
    rw [sim_mul hS, sim_mul hS, he.2 i j hij]
    unfold CliffordUnitarization.sim
    rw [Matrix.mul_neg, Matrix.neg_mul]
```

A positive definite matrix factors as $H=S^\dagger S$, and $\det H=\det S^\dagger\,\det S\ne0$ makes $S$ invertible. Invariance then turns into unitarity:

$$U_i^\dagger U_i=(S^{-1})^\dagger e_i^\dagger S^\dagger S\,e_iS^{-1}=(S^{-1})^\dagger S^\dagger S\,S^{-1}=(SS^{-1})^\dagger(SS^{-1})=1.$$

Multiplying $U_i^2=\eta_i\,1$ from the left by $U_i^\dagger$ gives $U_i=\eta_iU_i^\dagger$, and $\eta_i^2=1$, the second use of the sign hypothesis, gives $U_i^\dagger=\eta_iU_i$.

`exists_unitary_form` reads: under `hη` and `he` there is an `S` with invertible determinant such that the transformed family is Clifford with the same `η`, and each member lies in `Matrix.unitaryGroup n ℂ` and has adjoint `η i` times itself. The factorisation comes from `CStarAlgebra.nonneg_iff_eq_star_mul_self`, `hS` is the determinant argument, `hU` the displayed chain, and `h1` and `h2` the last two steps.

```lean
/-- For a finite Clifford family with signature `η i = ±1` there is an invertible `S` such
that the matrices `S (e i) S⁻¹` obey the same relations, are unitary, and have adjoint `η i`
times themselves (Hermitian for `η i = 1`, anti-Hermitian for `η i = -1`). -/
theorem exists_unitary_form [Fintype ι] {η : ι → ℂ} {e : ι → Matrix n n ℂ}
    (hη : ∀ i, η i = 1 ∨ η i = -1) (he : IsClifford η e) :
    ∃ S : Matrix n n ℂ, IsUnit S.det ∧ IsClifford η (fun i => sim S (e i)) ∧
      ∀ i, sim S (e i) ∈ Matrix.unitaryGroup n ℂ ∧ (sim S (e i))ᴴ = η i • sim S (e i) := by
  obtain ⟨H, hH, hinv⟩ := exists_invariant_metric hη he
  -- factor the invariant metric as H = Sᴴ S
  have h0 : (0 : Matrix n n ℂ) ≤ H := hH.posSemidef.nonneg
  obtain ⟨S, hHS⟩ := CStarAlgebra.nonneg_iff_eq_star_mul_self.mp h0
  rw [star_eq_conjTranspose] at hHS
  have hS : IsUnit S.det := by
    have h := (Matrix.isUnit_iff_isUnit_det H).mp hH.isUnit
    rw [hHS, det_mul] at h
    exact isUnit_of_mul_isUnit_right h
  have hc := he.sim hS
  refine ⟨S, hS, hc, fun i => ?_⟩
  -- invariance of the metric is unitarity in the new basis
  have hU : (sim S (e i))ᴴ * sim S (e i) = 1 := by
    calc (sim S (e i))ᴴ * sim S (e i) = (S⁻¹)ᴴ * ((e i)ᴴ * (Sᴴ * S) * e i) * S⁻¹ := by
          simp only [sim, conjTranspose_mul, Matrix.mul_assoc]
      _ = (S⁻¹)ᴴ * (Sᴴ * S) * S⁻¹ := by rw [← hHS, hinv i]
      _ = (S * S⁻¹)ᴴ * (S * S⁻¹) := by simp only [conjTranspose_mul, Matrix.mul_assoc]
      _ = 1 := by rw [mul_nonsing_inv S hS, conjTranspose_one, Matrix.mul_one]
  refine ⟨Matrix.mem_unitaryGroup_iff'.mpr hU, ?_⟩
  -- Uᴴ U = 1 and U U = η give η Uᴴ = U
  have hsq : sim S (e i) * sim S (e i) = η i • (1 : Matrix n n ℂ) := hc.1 i
  have h1 : η i • (sim S (e i))ᴴ = sim S (e i) := by
    calc η i • (sim S (e i))ᴴ = (sim S (e i))ᴴ * (sim S (e i) * sim S (e i)) := by
          rw [hsq, Matrix.mul_smul, Matrix.mul_one]
      _ = sim S (e i) := by rw [← Matrix.mul_assoc, hU, Matrix.one_mul]
  have h2 : η i * η i = 1 := by
    rcases hη i with h | h <;> rw [h] <;> norm_num
  calc (sim S (e i))ᴴ = η i • (η i • (sim S (e i))ᴴ) := by rw [smul_smul, h2, one_smul]
    _ = η i • sim S (e i) := by rw [h1]
```

Setting every $\eta_i=1$ gives `exists_hermitian_form`: matrices that square to $1$ and pairwise anticommute become Hermitian together.

```lean
/-- Finitely many complex matrices that square to the identity and pairwise anticommute
all become Hermitian after one invertible change of basis. -/
theorem exists_hermitian_form [Fintype ι] (e : ι → Matrix n n ℂ)
    (hsq : ∀ i, e i * e i = 1) (hac : ∀ i j, i ≠ j → e i * e j = -(e j * e i)) :
    ∃ S : Matrix n n ℂ, IsUnit S.det ∧ ∀ i, (S * e i * S⁻¹).IsHermitian := by
  have he : IsClifford (fun _ => 1) e := ⟨fun i => by rw [hsq i, one_smul], hac⟩
  obtain ⟨S, hS, -, h⟩ := exists_unitary_form (fun _ => Or.inl rfl) he
  refine ⟨S, hS, fun i => ?_⟩
  have h1 := (h i).2
  rw [one_smul] at h1
  exact h1
```

For a free Dirac particle at fixed real momentum $p$ and mass $m$, in units where the speed of light is $1$, the matrices $\alpha_1,\alpha_2,\alpha_3,\beta$ form such a family, so in the new basis the Hamiltonian $\sum_k\alpha_kp_k+\beta m$ is Hermitian. The theorems give the existence of $S$ without a formula or uniqueness. The equivalence of two different families of Dirac matrices, the content of Pauli's fundamental theorem, is a separate question.

## Two pairs of $2\times2$ involutions

`obliquePair` holds $e_0$ and $e_1$ from the opening.

```lean
/-- A pair of two by two matrices with real integer entries. -/
def obliquePair : Fin 2 → Matrix (Fin 2) (Fin 2) ℂ := ![!![1, -2; 0, -1], !![1, 0; 1, -1]]
```

`clifford_witness` states that they obey the relations with $\eta=1$ and that neither is Hermitian, so $S=1$ does not suffice. The relations are checked entry by entry, and `h01` compares the entry in row $0$, column $1$ with the conjugate of its mirror entry.

```lean
/-- The pair `obliquePair` obeys the Clifford relations with signature `+1`, and neither
of its members is Hermitian. -/
theorem clifford_witness :
    IsClifford (fun _ => 1) obliquePair ∧ ∀ i, ¬ (obliquePair i).IsHermitian := by
  refine ⟨⟨fun i => ?_, fun i j hij => ?_⟩, fun i h => ?_⟩
  · fin_cases i <;> ext a b <;> fin_cases a <;> fin_cases b <;>
      norm_num [obliquePair, Matrix.mul_apply, Fin.sum_univ_succ]
  · fin_cases i <;> fin_cases j <;> first
      | exact absurd rfl hij
      | (ext a b; fin_cases a <;> fin_cases b <;>
          norm_num [obliquePair, Matrix.mul_apply, Fin.sum_univ_succ])
  · have h01 := congrFun (congrFun h.eq 0) 1
    fin_cases i <;> simp [obliquePair, conjTranspose_apply] at h01
```

Now keep the squares and give up anticommutation:

$$a=\begin{pmatrix}1&0\\0&-1\end{pmatrix},\qquad b=\begin{pmatrix}1&1\\0&-1\end{pmatrix},\qquad b-a=\begin{pmatrix}0&1\\0&0\end{pmatrix}.$$

Both square to $1$, while $ab+ba=2\cdot1$. Suppose that an invertible $S$ made both Hermitian. Then $N=S(b-a)S^{-1}$ is Hermitian, and $N^2=S(b-a)^2S^{-1}=0$. So $N^\dagger N=0$, which forces $N=0$, and $b-a=S^{-1}NS=0$ contradicts the entry $1$. In `involutions_not_hermitizable` these steps are `hN`, `hE`, `hz`, `hback` and `h01`.

```lean
/-- The matrices `a` and `b` both square to the identity, yet no invertible change of basis
makes both of them Hermitian. -/
theorem involutions_not_hermitizable :
    let a : Matrix (Fin 2) (Fin 2) ℂ := !![1, 0; 0, -1]
    let b : Matrix (Fin 2) (Fin 2) ℂ := !![1, 1; 0, -1]
    a * a = 1 ∧ b * b = 1 ∧
      ¬ ∃ S : Matrix (Fin 2) (Fin 2) ℂ,
        IsUnit S.det ∧ (sim S a).IsHermitian ∧ (sim S b).IsHermitian := by
  intro a b
  refine ⟨?_, ?_, ?_⟩
  · ext i j; fin_cases i <;> fin_cases j <;> norm_num [a, Matrix.mul_apply, Fin.sum_univ_succ]
  · ext i j; fin_cases i <;> fin_cases j <;> norm_num [b, Matrix.mul_apply, Fin.sum_univ_succ]
  · rintro ⟨S, hS, ha, hb⟩
    -- the difference would be Hermitian and nilpotent, hence zero
    have hN : (sim S (b - a))ᴴ = sim S (b - a) := by
      have hsub : sim S (b - a) = sim S b - sim S a := by
        unfold sim
        rw [Matrix.mul_sub, Matrix.sub_mul]
      rw [hsub]
      exact (hb.sub ha).eq
    have hE : (b - a) * (b - a) = 0 := by
      ext i j
      fin_cases i <;> fin_cases j <;> simp [a, b, Matrix.mul_apply, Fin.sum_univ_succ]
    have hz : sim S (b - a) = 0 := by
      apply Matrix.conjTranspose_mul_self_eq_zero.mp
      rw [hN, sim_mul hS, hE]
      simp [sim]
    have hback : b - a = S⁻¹ * sim S (b - a) * S := by
      calc b - a = (S⁻¹ * S) * (b - a) * (S⁻¹ * S) := by
            rw [nonsing_inv_mul S hS, Matrix.one_mul, Matrix.mul_one]
        _ = S⁻¹ * sim S (b - a) * S := by simp only [sim, Matrix.mul_assoc]
    rw [hz, Matrix.mul_zero, Matrix.zero_mul] at hback
    have h01 := congrFun (congrFun hback 0) 1
    simp [a, b] at h01

end

end CliffordUnitarization
```

```lean
#print axioms CliffordUnitarization.exists_unitary_form
-- 'CliffordUnitarization.exists_unitary_form' depends on axioms: [propext, Classical.choice, Quot.sound]
#print axioms CliffordUnitarization.exists_hermitian_form
-- 'CliffordUnitarization.exists_hermitian_form' depends on axioms: [propext, Classical.choice, Quot.sound]
#print axioms CliffordUnitarization.involutions_not_hermitizable
-- 'CliffordUnitarization.involutions_not_hermitizable' depends on axioms: [propext, Classical.choice, Quot.sound]
```
